# Leimkuhler–Matthews in a harmonic well: for a positive reduced time step \(a\), the second moment tends to \(kT/k\) exactly when \(a<2\)

Let \(k>0\) be the spring constant of the potential \(V(x)=kx^2/2\), let \(kT>0\) be the thermal energy, written as one symbol and not as a product with the spring constant, and let \(R_0,R_1,\dots\) be uncorrelated random variables with mean zero and unit variance. The scheme starts at a fixed \(x_0\) and moves by \(x_{n+1}=(1-a)x_n+s\,(R_n+R_{n+1})/2\) with \(s=\sqrt{2a\,kT/k}\), where \(a>0\) is the time step multiplied by the relaxation rate of the well.

```lean
import Mathlib

open MeasureTheory MeasureTheory.Measure ProbabilityTheory Filter Topology

namespace LeimkuhlerMatthewsHarmonic

noncomputable section

variable {Ω : Type*} [MeasurableSpace Ω]

/-- Discrete white noise: square-integrable random variables with zero mean, unit variance
and no mutual correlation. -/
structure IsWhiteNoise (μ : Measure Ω) (R : ℕ → Ω → ℝ) : Prop where
  memLp : ∀ n, MemLp (R n) 2 μ
  mean : ∀ n, ∫ ω, R n ω ∂μ = 0
  cov : ∀ i j, covariance (R i) (R j) μ = if i = j then 1 else 0

/-- The kick amplitude `sqrt (2 a kT / k)`, for `a ≥ 0`, `k > 0` and `kT ≥ 0`. -/
def kick (a k kT : ℝ) : ℝ := Real.sqrt (2 * a * kT / k)

/-- The Leimkuhler-Matthews trajectory in a harmonic well (`k > 0`), started at `x0`: each step
multiplies the position by `1 - a` and adds a kick averaged over two consecutive noises. -/
def position (a k kT x0 : ℝ) (R : ℕ → Ω → ℝ) : ℕ → Ω → ℝ
  | 0 => fun _ => x0
  | n + 1 => fun ω =>
      (1 - a) * position a k kT x0 R n ω + kick a k kT * ((R n ω + R (n + 1) ω) / 2)

/-- The correlation `E[f g]` of two square-integrable observables. -/
def corr (μ : Measure Ω) (f g : Ω → ℝ) : ℝ := ∫ ω, f ω * g ω ∂μ

/-- Independent standard Gaussian variables, realised as the coordinates of an infinite
product space, are white noise. -/
theorem isWhiteNoise_witness :
    IsWhiteNoise (Measure.infinitePi (fun _ : ℕ => gaussianReal 0 1))
      (fun n (ω : ℕ → ℝ) => ω n) := by
  have hmp := fun n : ℕ => measurePreserving_eval_infinitePi (fun _ : ℕ => gaussianReal 0 1) n
  have hL : ∀ n : ℕ, MemLp (fun ω : ℕ → ℝ => ω n) 2
      (Measure.infinitePi (fun _ : ℕ => gaussianReal 0 1)) := fun n =>
    (memLp_id_gaussianReal' 2 (by norm_num)).comp_measurePreserving (hmp n)
  refine ⟨hL, fun n => ?_, fun i j => ?_⟩
  · have h := integral_map (hmp n).aemeasurable
      (f := fun x : ℝ => x) measurable_id.aestronglyMeasurable
    rw [(hmp n).map_eq, integral_id_gaussianReal] at h
    exact h.symm
  · by_cases hij : i = j
    · subst hij
      have h := variance_map (X := (id : ℝ → ℝ)) measurable_id.aemeasurable
        (hmp i).aemeasurable
      rw [(hmp i).map_eq, variance_id_gaussianReal] at h
      rw [if_pos rfl, covariance_self (hL i).aestronglyMeasurable.aemeasurable]
      exact h.symm
    · have hind := iIndepFun_infinitePi (P := fun _ : ℕ => gaussianReal 0 1)
        (X := fun _ x => x) (fun _ => measurable_id)
      rw [if_neg hij]
      exact (hind.indepFun hij).covariance_eq_zero (hL i) (hL j)

variable {μ : Measure Ω} [IsProbabilityMeasure μ] {R : ℕ → Ω → ℝ} {a k kT x0 : ℝ}

local notation "traj" => position a k kT x0 R
local notation "amp" => kick a k kT

omit [IsProbabilityMeasure μ] in
/-- White noise satisfies `E[R_i R_j] = δ_ij`. -/
theorem corr_noise (hR : IsWhiteNoise μ R) (i j : ℕ) :
    corr μ (R i) (R j) = if i = j then 1 else 0 := by
  unfold corr
  simpa only [covariance, hR.mean, sub_zero] using hR.cov i j

/-- Driven by white noise, the position has a finite second moment at every step. -/
theorem memLp_position (hR : IsWhiteNoise μ R) (n : ℕ) : MemLp (traj n) 2 μ := by
  induction n with
  | zero => exact memLp_const x0
  | succ n ih =>
    have e : traj (n + 1) = fun ω =>
        (1 - a) * traj n ω + amp / 2 * R n ω + amp / 2 * R (n + 1) ω := by
      funext ω
      simp only [position]
      ring
    rw [e]
    exact ((ih.const_mul _).add ((hR.memLp n).const_mul _)).add ((hR.memLp (n + 1)).const_mul _)

/-- The update rule averaged against a square-integrable observable, for white noise. -/
theorem corr_step (hR : IsWhiteNoise μ R) (n : ℕ) {f : Ω → ℝ} (hf : MemLp f 2 μ) :
    corr μ (traj (n + 1)) f = (1 - a) * corr μ (traj n) f
      + amp / 2 * corr μ (R n) f + amp / 2 * corr μ (R (n + 1)) f := by
  have i1 : Integrable (fun ω => (1 - a) * (traj n ω * f ω)) μ :=
    ((memLp_position hR n).integrable_mul hf).const_mul _
  have i2 : ∀ m, Integrable (fun ω => amp / 2 * (R m ω * f ω)) μ := fun m =>
    ((hR.memLp m).integrable_mul hf).const_mul _
  have i12 : Integrable (fun ω => (1 - a) * (traj n ω * f ω) + amp / 2 * (R n ω * f ω)) μ :=
    i1.add (i2 n)
  unfold corr
  rw [← integral_const_mul, ← integral_const_mul, ← integral_const_mul,
    ← integral_add i1 (i2 n), ← integral_add i12 (i2 (n + 1))]
  congr 1
  funext ω
  simp only [position]
  ring

/-- The position is uncorrelated with white noise of later index. -/
theorem corr_future (hR : IsWhiteNoise μ R) (n m : ℕ) (h : n < m) :
    corr μ (traj n) (R m) = 0 := by
  induction n with
  | zero => simp [corr, position, integral_const_mul, hR.mean]
  | succ n ih =>
    rw [corr_step hR n (hR.memLp m), ih (by omega)]
    simp [corr_noise hR, show n ≠ m by omega, show n + 1 ≠ m by omega]

/-- After at least one step, the correlation of the position with the white noise of the same
index is half the kick amplitude. -/
theorem corr_present (hR : IsWhiteNoise μ R) (n : ℕ) :
    corr μ (traj (n + 1)) (R (n + 1)) = amp / 2 := by
  rw [corr_step hR n (hR.memLp _), corr_future hR n (n + 1) (by omega)]
  simp [corr_noise hR]

/-- One step of the second moment under white noise, including the correlation between the position
and the noise of the same index. -/
theorem second_moment_step (hR : IsWhiteNoise μ R) (n : ℕ) :
    corr μ (traj (n + 1)) (traj (n + 1)) = (1 - a) ^ 2 * corr μ (traj n) (traj n)
      + (1 - a) * amp * corr μ (traj n) (R n) + amp ^ 2 / 2 := by
  have comm : ∀ f g : Ω → ℝ, corr μ f g = corr μ g f := fun f g => by
    simp only [corr, mul_comm]
  have h2 : corr μ (traj (n + 1)) (traj n) =
      (1 - a) * corr μ (traj n) (traj n) + amp / 2 * corr μ (traj n) (R n) := by
    rw [corr_step hR n (memLp_position hR n), comm (R n), comm (R (n + 1)),
      corr_future hR n (n + 1) (by omega)]
    ring
  have h3 : corr μ (traj (n + 1)) (R n) = (1 - a) * corr μ (traj n) (R n) + amp / 2 := by
    rw [corr_step hR n (hR.memLp n)]
    simp [corr_noise hR]
  rw [corr_step hR n (memLp_position hR (n + 1)), comm (traj n) (traj (n + 1)),
    comm (R n), comm (R (n + 1)), corr_present hR, h2, h3]
  ring

/-- The exact second moment after `n + 1` steps, for white noise and `a, k, kT > 0`. -/
theorem second_moment_eq (hR : IsWhiteNoise μ R) (ha : 0 < a) (hk : 0 < k) (hT : 0 < kT)
    (n : ℕ) : ∫ ω, traj (n + 1) ω ^ 2 ∂μ =
      kT / k + (1 - a) ^ (2 * n + 1) * ((1 - a) * x0 ^ 2 - kT / k) := by
  have hs : amp ^ 2 = 2 * a * (kT / k) := by
    unfold kick
    rw [Real.sq_sqrt (by positivity)]
    ring
  have e : ∀ m, ∫ ω, traj m ω ^ 2 ∂μ = corr μ (traj m) (traj m) := fun m => by
    simp only [corr, sq]
  rw [e]
  induction n with
  | zero =>
    have h0 : corr μ (traj 0) (traj 0) = x0 ^ 2 := by simp [corr, position, sq]
    have h1 : corr μ (traj 0) (R 0) = 0 := by
      simp [corr, position, integral_const_mul, hR.mean]
    rw [second_moment_step hR, h0, h1]
    linear_combination hs / 2
  | succ n ih =>
    rw [second_moment_step hR, ih, corr_present hR]
    linear_combination ((1 - a) / 2 + 1 / 2) * hs

/-- For white noise and `a, k, kT > 0`, the second moment of the Leimkuhler-Matthews scheme
tends to the Boltzmann value `kT / k` exactly when `a < 2`, from any fixed start `x0`. -/
theorem tendsto_boltzmann_iff (hR : IsWhiteNoise μ R) (ha : 0 < a) (hk : 0 < k)
    (hT : 0 < kT) :
    Tendsto (fun n => ∫ ω, traj n ω ^ 2 ∂μ) atTop (𝓝 (kT / k)) ↔ a < 2 := by
  have hq : 0 < kT / k := div_pos hT hk
  constructor
  · intro h
    by_contra h2
    -- for a ≥ 2, from the first step on, the second moment is at least twice the Boltzmann value
    have hb : ∀ n, 2 * (kT / k) ≤ ∫ ω, traj (n + 1) ω ^ 2 ∂μ := fun n => by
      have hp : 1 ≤ (a - 1) ^ (2 * n + 1) := one_le_pow₀ (by linarith)
      have hx : 0 ≤ (a - 1) * x0 ^ 2 := mul_nonneg (by linarith) (sq_nonneg _)
      rw [second_moment_eq hR ha hk hT, ← neg_sub a 1, Odd.neg_pow ⟨n, rfl⟩]
      nlinarith [mul_nonneg (sub_nonneg.2 hp) (add_nonneg hx hq.le)]
    have := ge_of_tendsto' (h.comp (tendsto_add_atTop_nat 1)) hb
    linarith
  · intro h2
    rw [← tendsto_add_atTop_iff_nat 1]
    have hl := (tendsto_pow_atTop_nhds_zero_of_lt_one (sq_nonneg (1 - a))
      (by nlinarith)).mul_const ((1 - a) * ((1 - a) * x0 ^ 2 - kT / k))
    have hl' := hl.const_add (kT / k)
    rw [zero_mul, add_zero] at hl'
    refine hl'.congr fun n => ?_
    rw [second_moment_eq hR ha hk hT, pow_succ (1 - a) (2 * n), pow_mul]
    ring

end

end LeimkuhlerMatthewsHarmonic
```

```lean
#print axioms LeimkuhlerMatthewsHarmonic.second_moment_step
#print axioms LeimkuhlerMatthewsHarmonic.tendsto_boltzmann_iff
```

```
'LeimkuhlerMatthewsHarmonic.second_moment_step' depends on axioms: [propext, Classical.choice, Quot.sound]
'LeimkuhlerMatthewsHarmonic.tendsto_boltzmann_iff' depends on axioms: [propext, Classical.choice, Quot.sound]
```

## The statement in words

The main theorem is `tendsto_boltzmann_iff`. For white noise and positive \(a\), \(k\) and \(kT\), it says that
\[
\lim_{n\to\infty}E[x_n^2]=\frac{kT}{k}\quad\Longleftrightarrow\quad a<2 ,
\]
whatever the fixed starting point \(x_0\). It rests on a formula for every finite step, `second_moment_eq`:
\[
E[x_{n+1}^2]=\frac{kT}{k}+(1-a)^{2n+1}\left((1-a)x_0^2-\frac{kT}{k}\right),\qquad n\ge 0 .
\]
For a start at the bottom of the well, \(x_0=0\), this becomes \(E[x_{n+1}^2]=(kT/k)\,(1-(1-a)^{2n+1})\).

In Lean, `Ω` with the probability measure `μ` is the space of noise histories, and an expectation is an integral over it. The variable \(R_n\) is the function `R n`. The structure `IsWhiteNoise` collects what is assumed about the noise: each `R n` is square-integrable (`memLp`), has mean zero (`mean`), and has covariance \(\delta_{ij}\) with the others (`cov`). The last condition contains both the unit variance and the absence of correlation. Neither independence nor a Gaussian distribution is required.

The amplitude \(s\) is `kick a k kT`, abbreviated `amp` in the proofs. The trajectory `position`, abbreviated `traj`, is defined by the update rule itself, so nothing about its moments is put in by hand. The function `corr` is the plain expectation \(E[fg]\), not a correlation coefficient divided by standard deviations.

The theorem `isWhiteNoise_witness` supplies a concrete noise source: independent standard Gaussians, realised as the coordinates of an infinite product space. Each coordinate inherits its mean and variance from the one-dimensional Gaussian, and independence makes the covariances of different coordinates vanish.

## Overdamped motion with shared noise

An overdamped particle with mobility \(b\) feels the force \(-kx\) and thermal noise. Over a time step \(h\), the force moves it by \(-hbk\,x\), and the noise has amplitude \(\sqrt{2hb\,kT}\). Setting \(a=hbk\) turns these into the factor \(1-a\) multiplying the old position and the amplitude \(s\). The Leimkuhler–Matthews rule replaces the single random number of the Euler–Maruyama scheme by the average of two consecutive ones, so neighbouring kicks share a noise variable.

The target value comes from the Boltzmann density, proportional to \(\exp(-kx^2/(2kT))\), whose variance is \(kT/k\). The Lean statement takes this number as given and does not construct the density. For simulation practice, the result means that for a single harmonic coordinate under overdamped dynamics, the limiting mean-square distance from the minimum of the well carries no time-step error when \(0<a<2\), and the mean potential energy tends to \(kT/2\).

The theorem concerns an average over noise histories, not a time average along one run. It also fixes only the second moment. If the \(R_n\) are independent fair signs \(\pm1\) and \(a=1\), for instance, every position after the start is \(-s\), \(0\) or \(s\): the variance is right, but the distribution is plainly not the Boltzmann one. Anharmonic forces and dynamics with momenta are not treated.

## The memory between position and noise

For \(n\ge1\), \(R_n\) enters both \(x_n\) and the next kick, so the position is correlated with part of the noise about to act on it. This correlation has to be computed first.

For any square-integrable observable \(f\), the update rule gives
\[
E[x_{n+1}f]=(1-a)E[x_nf]+\frac{s}{2}E[R_nf]+\frac{s}{2}E[R_{n+1}f].
\]
This is `corr_step`. Splitting the expectation into three terms requires each product to be integrable, which holds because a product of two square-integrable functions is integrable. The lemma `memLp_position` provides the square-integrability of \(x_n\) by induction: the start is a constant, and each step adds multiples of square-integrable variables.

Next, the position is uncorrelated with noise it has not yet met:
\[
E[x_nR_m]=0\qquad (n<m).
\]
For \(n=0\) this is \(x_0E[R_m]=0\). For the induction step, take \(m>n+1\) and put \(f=R_m\) in the averaged update. The first term vanishes by the induction hypothesis, and the other two vanish because \(E[R_iR_j]=\delta_{ij}\). These are the two cases in the proof of `corr_future`, with `corr_noise` supplying the \(\delta_{ij}\).

Putting \(f=R_{n+1}\) instead gives the correlation with the noise of the same index:
\[
E[x_{n+1}R_{n+1}]=(1-a)\cdot 0+\frac{s}{2}\cdot 0+\frac{s}{2}\cdot 1=\frac{s}{2}.
\]
This is `corr_present`. It applies from the first step onwards; at the start, \(E[x_0R_0]=0\), because \(x_0\) is a constant.

## From the squared update to the exact moment

Squaring the update and averaging gives
\[
E[x_{n+1}^2]=(1-a)^2E[x_n^2]+(1-a)s\,E[x_n(R_n+R_{n+1})]+\frac{s^2}{4}E[(R_n+R_{n+1})^2].
\]
In the middle term, \(E[x_nR_{n+1}]=0\). In the last, the two noises are uncorrelated with unit variance, so the expectation is 2. Hence
\[
E[x_{n+1}^2]=(1-a)^2E[x_n^2]+(1-a)s\,E[x_nR_n]+\frac{s^2}{2}.
\]
The lemma `second_moment_step` reaches the same recurrence without expanding the square. It applies `corr_step` with \(f=x_{n+1}\), then uses the same rule to evaluate the resulting correlations of \(x_{n+1}\) with \(x_n\) and \(R_n\), while `corr_present` supplies the one with \(R_{n+1}\).

Write \(q=kT/k\), so that \(s^2=2aq\). The first step has no memory term:
\[
E[x_1^2]=(1-a)^2x_0^2+aq=q+(1-a)\left((1-a)x_0^2-q\right).
\]
For \(n\ge1\), the memory term is \((1-a)s^2/2\), and the two noise contributions add up to
\[
\frac{(1-a)s^2}{2}+\frac{s^2}{2}=\frac{(2-a)s^2}{2}=a(2-a)q=\left(1-(1-a)^2\right)q .
\]
Therefore
\[
E[x_{n+1}^2]-q=(1-a)^2\left(E[x_n^2]-q\right)\qquad(n\ge1).
\]
The deviation from \(q\) is multiplied by \((1-a)^2\) at each step after the first. Iterating from \(E[x_1^2]\) gives the formula for every finite step.

The Lean proof of `second_moment_eq` is an induction with the same two cases. The hypothesis `hs` is the identity \(s^2=2aq\), and the `linear_combination` lines insert it with the coefficients found above: \(1/2\) for the first step and \((1-a)/2+1/2\) for later ones.

## Why the threshold is \(a=2\)

If \(0<a<2\), then \(0\le(1-a)^2<1\). The correction in the exact formula is a constant times \(\left((1-a)^2\right)^n\), so it tends to zero. Lean shifts the sequence by one step, because the formula describes \(x_{n+1}\), and then uses the limit of a geometric sequence.

If \(a\ge2\), then \(a-1\ge1\). The exponent \(2n+1\) is odd, so the two minus signs in the correction cancel:
\[
E[x_{n+1}^2]=q+(a-1)^{2n+1}\left((a-1)x_0^2+q\right)\ge 2q .
\]
A sequence that stays at or above \(2q\) cannot converge to \(q\), since \(q>0\). This is the bound `hb` in the proof, and `ge_of_tendsto'` carries it over to the limit to produce the contradiction.

The assumption \(a>0\) matters too. At \(a=0\) the time step is zero and the particle stays at \(x_0\), so its second moment remains \(x_0^2\), whatever the value of \(kT/k\).

## Special steps and the Euler–Maruyama comparison

At \(a=1\) the old position drops out of the update, leaving \(x_{n+1}=s(R_n+R_{n+1})/2\). Its second moment is \(s^2/2=q\), so the Boltzmann value is reached after one step from any start. At the boundary \(a=2\), the formula gives \(E[x_{n+1}^2]=2q+x_0^2\) for every \(n\ge0\): the second moment stays bounded but keeps the wrong value.

The same argument also handles the Euler–Maruyama rule \(x_{n+1}=(1-a)x_n+sR_n\). There the position is uncorrelated with the noise about to act, so the memory term is absent and
\[
E[x_{n+1}^2]=(1-a)^2E[x_n^2]+2aq .
\]
For \(0<a<2\) the limit is
\[
\frac{2aq}{1-(1-a)^2}=\frac{q}{1-a/2},
\]
which exceeds the Boltzmann value at every such step size. This comparison is a short calculation added here; the Lean file treats only the averaged noise.
